# A real matrix that commutes with all permutations of n ≥ 2 atoms is a·1 + b·J, with eigenvalues a + nb and a

The three hydrogens of ammonia are equivalent, and so are the four of methane. If I put one 1s orbital on each hydrogen and look only at the block of the Hamiltonian between these orbitals, I am told that ammonia gives an $a_1$ level and a doubly degenerate $e$ level, and methane an $a_1$ level and a triply degenerate $t_2$ level. The usual argument goes through character tables. It seems to me that something more elementary is at work: a real $n\times n$ matrix that commutes with every permutation of $n\ge 2$ atoms should have only two free parameters, $M = a\,1 + b\,J$ with $J$ the all-ones matrix. The uniform combination should then have eigenvalue $a+nb$, and every combination whose coefficients sum to zero should have eigenvalue $a$. Can this be derived rigorously, without character tables, and checked by machine? And does ammonia really need all six permutations?

## Full permutation symmetry leaves two parameters

Yes, it can, and for ammonia one rotation and one mirror are enough. The derivation by hand comes first, then the Lean file and a guide to it.

### Two swaps reach every off-diagonal entry

Let $\sigma$ be a permutation of the atoms, and let $P$ be the matrix that moves the amplitude on atom $j$ to atom $\sigma j$. Its entry $P_{ij}$ is 1 if $\sigma j = i$ and 0 otherwise. Therefore
$$(MP)_{ij} = M_{i,\sigma j}, \qquad (PM)_{\sigma i,j} = M_{ij}.$$
Comparing row $\sigma i$ of both products shows that $MP = PM$ holds exactly when
$$M_{\sigma i,\sigma j} = M_{ij}\quad\text{for all } i,j.$$

Suppose this holds for every $\sigma$, and fix two distinct atoms $p$ and $q$. The swap of $p$ and $i$ gives $M_{ii} = M_{pp}$, so all diagonal entries agree.

For an off-diagonal entry $M_{ij}$ with $i\neq j$, first swap $p$ and $i$. This carries $p$ to $i$ and $q$ to some atom $x$, and $x\neq i$ because $q\neq p$. Then swap $x$ and $j$. Atom $i$ stays where it is, since it differs from both, and $x$ goes to $j$. The two swaps together carry $(p,q)$ to $(i,j)$, so $M_{ij}=M_{pq}$.

The matrix $a\,1+b\,J$ has $a+b$ on the diagonal and $b$ elsewhere. Matching entries gives
$$b = M_{pq},\qquad a = M_{pp}-M_{pq},$$
and leaves no other choice. Conversely, $a\,1+b\,J$ commutes with every permutation, because relabelling the atoms preserves whether two labels are equal.

### The sum of the amplitudes decides the level

Acting on a vector $v$ with $S=\sum_j v_j$,
$$(Mv)_i = a\,v_i + b\,S.$$
If every $v_i=1$, then $S=n$ and $Mv=(a+nb)v$. The normalised vector has entries $1/\sqrt n$ and the same eigenvalue. If $S=0$, then $Mv=av$.

There are no further eigenvalues. Let $Mv=\mu v$ with $v\neq0$. If $S=0$, choose an atom with $v_i\neq0$; then $a v_i=\mu v_i$ gives $\mu=a$. If $S\neq0$, sum the eigenvalue equation over all atoms to get $(a+nb)S=\mu S$, and hence $\mu=a+nb$.

When $b\neq0$, the equation $Mv=av$ says $bS=0$, so it singles out exactly the zero-sum vectors. They obey one linear condition and form a space of dimension $n-1$: two for ammonia, three for methane. When $b=0$ the two levels coincide.

### Ammonia from one rotation and one mirror

Number the hydrogens 0, 1, 2. The rotation $i\mapsto i+1$ (modulo 3) gives
$$M_{00}=M_{11}=M_{22},\quad M_{01}=M_{12}=M_{20},\quad M_{10}=M_{21}=M_{02}.$$
Three parameters remain. The mirror that exchanges atoms 1 and 2 adds $M_{02}=M_{01}$, which merges the last two, and the form $a\,1+b\,J$ follows.

The rotation alone is not enough for a general real matrix. Its own matrix commutes with itself, but has $1$ at position $(1,0)$ and $0$ at $(0,1)$. This counterexample is not symmetric. If $M$ is assumed real and symmetric, as a real Hamiltonian matrix is, then $M_{01}=M_{10}$ already does the work of the mirror.

### Three and four hydrogens with numbers

Take a diagonal energy of $-10$ and a coupling of $-2$, in arbitrary units chosen for easy arithmetic:
$$M=\begin{pmatrix}-10&-2&-2\\-2&-10&-2\\-2&-2&-10\end{pmatrix},\qquad b=-2,\quad a=-10-(-2)=-8.$$
The uniform vector has eigenvalue $-8+3(-2)=-14$, which is also the row sum. For the zero-sum vector $(1,-1,0)$ the product is $(-8,8,0)$, so the eigenvalue is $-8$. The vector $(1,1,-2)$ gives $(-8,-8,16)$, again $-8$. The trace agrees: $-14-8-8=-30$.

With four hydrogens and the same two numbers, the uniform level moves to $-8+4(-2)=-16$ and the other stays at $-8$, now threefold.

### The Lean file

```lean
import Mathlib

open Matrix

namespace EquivalentAtoms

noncomputable section

variable {n : Type*} [Fintype n] [DecidableEq n]

/-- The permutation matrix that moves the amplitude on atom `j` to atom `σ j`. -/
def permMat (σ : Equiv.Perm n) : Matrix n n ℝ :=
  Matrix.of fun i j => if σ j = i then 1 else 0

/-- The matrix `a 1 + b J`, where `J` has all entries equal to one. -/
def coupling (a b : ℝ) : Matrix n n ℝ :=
  a • (1 : Matrix n n ℝ) + b • Matrix.of fun _ _ => (1 : ℝ)

omit [Fintype n] in
/-- The entries of `a 1 + b J` are `a + b` on the diagonal and `b` elsewhere. -/
theorem coupling_apply (a b : ℝ) (i j : n) :
    (coupling a b : Matrix n n ℝ) i j = (if i = j then a else 0) + b := by
  simp [coupling, Matrix.one_apply]

/-- A matrix commutes with a permutation of the atoms exactly when its entries are
unchanged by relabelling the atoms with that permutation. -/
theorem commutes_iff_entries (M : Matrix n n ℝ) (σ : Equiv.Perm n) :
    M * permMat σ = permMat σ * M ↔ ∀ i j, M (σ i) (σ j) = M i j := by
  have hl : ∀ i j, (M * permMat σ) i j = M i (σ j) := by
    intro i j
    simp [Matrix.mul_apply, permMat]
  have hr : ∀ i j, (permMat σ * M) (σ i) j = M i j := by
    intro i j
    simp [Matrix.mul_apply, permMat]
  constructor
  · intro h i j
    rw [← hl, h, hr]
  · intro h
    ext i j
    obtain ⟨k, rfl⟩ := σ.surjective i
    rw [hl, hr, h]

/-- For two or more atoms, a real matrix commutes with all permutation matrices if and
only if it equals `a 1 + b J` for exactly one pair `(a, b)`. -/
theorem commutes_all_iff [Nontrivial n] (M : Matrix n n ℝ) :
    (∀ σ : Equiv.Perm n, M * permMat σ = permMat σ * M) ↔
      ∃! p : ℝ × ℝ, M = coupling p.1 p.2 := by
  constructor
  · intro h
    have hM := fun σ => (commutes_iff_entries M σ).1 (h σ)
    obtain ⟨p, q, hpq⟩ := exists_pair_ne n
    refine ⟨(M p p - M p q, M p q), ?_, ?_⟩
    · show M = coupling (M p p - M p q) (M p q)
      ext i j
      rw [coupling_apply]
      by_cases hij : i = j
      · -- a single swap carries one diagonal entry to any other
        subst hij
        have h1 := hM (Equiv.swap p i) p p
        rw [Equiv.swap_apply_left] at h1
        rw [if_pos rfl, h1]
        ring
      · -- two swaps carry the pair (p, q) to the pair (i, j)
        have hx : i ≠ Equiv.swap p i q := by
          intro hc
          apply hpq
          apply (Equiv.swap p i).injective
          rw [Equiv.swap_apply_left]
          exact hc
        have h1 := hM (Equiv.swap (Equiv.swap p i q) j * Equiv.swap p i) p q
        rw [Equiv.Perm.mul_apply, Equiv.Perm.mul_apply, Equiv.swap_apply_left p i,
          Equiv.swap_apply_of_ne_of_ne hx hij, Equiv.swap_apply_left] at h1
        rw [if_neg hij, h1, zero_add]
    · intro r hr
      have hr' : M = coupling r.1 r.2 := hr
      have h1 := congrFun (congrFun hr' p) q
      have h2 := congrFun (congrFun hr' p) p
      rw [coupling_apply, if_neg hpq] at h1
      rw [coupling_apply, if_pos rfl] at h2
      refine Prod.ext ?_ ?_
      · show r.1 = M p p - M p q
        linarith
      · show r.2 = M p q
        linarith
  · rintro ⟨p, hp, -⟩ σ
    have hp' : M = coupling p.1 p.2 := hp
    rw [commutes_iff_entries, hp']
    intro i j
    simp [coupling_apply]

/-- On each atom, `a 1 + b J` gives `a` times the local amplitude plus `b` times the
sum of all amplitudes. -/
theorem coupling_mulVec (a b : ℝ) (v : n → ℝ) (i : n) :
    (coupling a b *ᵥ v) i = a * v i + b * ∑ j, v j := by
  simp [Matrix.mulVec, dotProduct, coupling_apply, add_mul, Finset.sum_add_distrib,
    Finset.mul_sum]

/-- A matrix commuting with all permutations of two or more atoms is `a 1 + b J`; the
uniform vector has eigenvalue `a + n b` and every zero-sum vector has eigenvalue `a`. -/
theorem symmetric_levels [Nontrivial n] (M : Matrix n n ℝ)
    (h : ∀ σ : Equiv.Perm n, M * permMat σ = permMat σ * M) :
    ∃ a b : ℝ, M = coupling a b ∧
      M *ᵥ (fun _ => 1) = (a + Fintype.card n * b) • (fun _ => (1 : ℝ)) ∧
      ∀ v : n → ℝ, ∑ i, v i = 0 → M *ᵥ v = a • v := by
  obtain ⟨p, hp, -⟩ := (commutes_all_iff M).1 h
  have hp' : M = coupling p.1 p.2 := hp
  refine ⟨p.1, p.2, hp', ?_, ?_⟩
  · funext i
    rw [hp', coupling_mulVec]
    simp [mul_comm]
  · intro v hv
    funext i
    rw [hp', coupling_mulVec, hv]
    simp

/-- Every eigenvalue of `a 1 + b J` is either `a` or `a + n b`. -/
theorem eigenvalue_cases (a b μ : ℝ) (v : n → ℝ) (hv : v ≠ 0)
    (h : coupling a b *ᵥ v = μ • v) : μ = a ∨ μ = a + Fintype.card n * b := by
  have hp : ∀ i, a * v i + b * ∑ j, v j = μ * v i := by
    intro i
    rw [← coupling_mulVec, h, Pi.smul_apply, smul_eq_mul]
  by_cases hS : ∑ j, v j = 0
  · left
    obtain ⟨i, hi⟩ := Function.ne_iff.mp hv
    have hi' : v i ≠ 0 := hi
    have h1 := hp i
    rw [hS] at h1
    exact mul_right_cancel₀ hi' (by linear_combination -h1)
  · right
    -- sum the eigenvalue equation over all atoms
    have h1 : ∑ i, (a * v i + b * ∑ j, v j) = ∑ i, μ * v i :=
      Finset.sum_congr rfl fun i _ => hp i
    rw [Finset.sum_add_distrib, ← Finset.mul_sum, ← Finset.mul_sum, ← Finset.mul_sum,
      Finset.sum_const, Finset.card_univ, nsmul_eq_mul] at h1
    exact mul_right_cancel₀ hS (by linear_combination -h1)

/-- If `b` is nonzero, the vectors that `a 1 + b J` multiplies by `a` are exactly the
zero-sum vectors. -/
theorem zero_sum_iff [Nonempty n] (a b : ℝ) (hb : b ≠ 0) (v : n → ℝ) :
    coupling a b *ᵥ v = a • v ↔ ∑ i, v i = 0 := by
  constructor
  · intro h
    obtain ⟨i⟩ := ‹Nonempty n›
    have h1 := congrFun h i
    rw [coupling_mulVec, Pi.smul_apply, smul_eq_mul] at h1
    have h2 : b * ∑ j, v j = 0 := by linarith
    exact (mul_eq_zero.mp h2).resolve_left hb
  · intro h
    funext i
    rw [coupling_mulVec, h]
    simp

/-- For the three hydrogens of ammonia, commuting with the threefold rotation and one
mirror reflection already forces the form `a 1 + b J`. -/
theorem ammonia_generators (M : Matrix (Fin 3) (Fin 3) ℝ)
    (hrot : M * permMat (Equiv.addRight 1) = permMat (Equiv.addRight 1) * M)
    (hmir : M * permMat (Equiv.swap 1 2) = permMat (Equiv.swap 1 2) * M) :
    ∃ a b : ℝ, M = coupling a b := by
  have hr := (commutes_iff_entries M _).1 hrot
  have hs := (commutes_iff_entries M _).1 hmir
  -- the rotation leaves one diagonal and two off-diagonal parameters
  have r1 : M 1 1 = M 0 0 := hr 0 0
  have r2 : M 2 2 = M 1 1 := hr 1 1
  have r3 : M 1 2 = M 0 1 := hr 0 1
  have r4 : M 2 0 = M 1 2 := hr 1 2
  have r5 : M 2 1 = M 1 0 := hr 1 0
  have r6 : M 0 2 = M 2 1 := hr 2 1
  -- the mirror identifies the two off-diagonal parameters
  have s1 := hs 0 1
  rw [show Equiv.swap (1 : Fin 3) 2 0 = 0 by decide,
    show Equiv.swap (1 : Fin 3) 2 1 = 2 by decide] at s1
  refine ⟨M 0 0 - M 0 1, M 0 1, ?_⟩
  ext i j
  rw [coupling_apply]
  fin_cases i <;> fin_cases j <;> simp <;> linarith

/-- The matrix of the threefold rotation commutes with that rotation but is not of the
form `a 1 + b J`. -/
theorem rotation_alone_insufficient :
    Commute (permMat (Equiv.addRight (1 : Fin 3))) (permMat (Equiv.addRight (1 : Fin 3))) ∧
      ∀ a b : ℝ, permMat (Equiv.addRight (1 : Fin 3)) ≠ coupling a b := by
  refine ⟨Commute.refl _, ?_⟩
  intro a b h
  have h1 := congrFun (congrFun h 1) 0
  have h2 := congrFun (congrFun h 0) 1
  rw [coupling_apply, if_neg (by decide)] at h1 h2
  have e1 : permMat (Equiv.addRight (1 : Fin 3)) 1 0 = 1 := by
    show (if Equiv.addRight (1 : Fin 3) 0 = 1 then (1 : ℝ) else 0) = 1
    exact if_pos (by decide)
  have e2 : permMat (Equiv.addRight (1 : Fin 3)) 0 1 = 0 := by
    show (if Equiv.addRight (1 : Fin 3) 1 = 0 then (1 : ℝ) else 0) = 0
    exact if_neg (by decide)
  linarith

end

end EquivalentAtoms
```

```lean
#print axioms EquivalentAtoms.commutes_all_iff
-- 'EquivalentAtoms.commutes_all_iff' depends on axioms: [propext, Classical.choice, Quot.sound]
#print axioms EquivalentAtoms.symmetric_levels
-- 'EquivalentAtoms.symmetric_levels' depends on axioms: [propext, Classical.choice, Quot.sound]
#print axioms EquivalentAtoms.ammonia_generators
-- 'EquivalentAtoms.ammonia_generators' depends on axioms: [propext, Classical.choice, Quot.sound]
#print axioms EquivalentAtoms.rotation_alone_insufficient
-- 'EquivalentAtoms.rotation_alone_insufficient' depends on axioms: [propext, Classical.choice, Quot.sound]
```

### Atoms as labels, symmetries as permutation matrices

In the file `n` is a finite type of atom labels, and the number of atoms is `Fintype.card n`. The hypothesis `[Nontrivial n]` says that there are at least two atoms. With a single atom only $a+b$ would be determined, and the pair would not be unique.

`permMat σ` is the matrix $P$ above, and `coupling a b` is $a\,1+b\,J$. Note the convention: the on-site energy is $a+b$, not $a$. In terms of an on-site energy $\alpha$ and a coupling $\beta$, the levels are $\alpha+(n-1)\beta$ and $\alpha-\beta$.

The statements read as follows.

- `commutes_all_iff`: for two or more atoms, a real matrix commutes with all permutation matrices if and only if there is exactly one pair $(a,b)$ with $M=a\,1+b\,J$. Symmetry of $M$ is a consequence here, not an assumption.
- `symmetric_levels`: such a matrix multiplies the all-ones vector by $a+nb$ and every zero-sum vector by $a$. The symbol `*ᵥ` is matrix times vector.
- `eigenvalue_cases`: a real eigenvalue of $a\,1+b\,J$ with a nonzero real eigenvector is $a$ or $a+nb$.
- `zero_sum_iff`: for $b\neq0$, the solutions of $Mv=av$ are exactly the zero-sum vectors, the zero vector included.
- `ammonia_generators`: on `Fin 3`, commuting with the rotation `Equiv.addRight 1` and the mirror `Equiv.swap 1 2` forces the form.
- `rotation_alone_insufficient`: the rotation matrix commutes with itself and is not of that form.

The commutation hypothesis stands for the physical statement that every relabelling of the atoms is a symmetry of the model. For ammonia and methane this is right, since the operations of $C_{3v}$ and $T_d$ realise all permutations of the hydrogens. It fails for the six carbons of benzene, whose point group realises only some of the permutations.

The model has one real function per atom, unchanged in sign by the symmetry operations, such as a 1s orbital. The eigenvalues are energies only if the orbitals are taken as orthonormal, and coupling to the central atom is left out. The dimension $n-1$ is derived by hand above and is not stated in the file. Neither are the labels $a_1$, $e$ and $t_2$, which come from the character tables.

When every permutation of the atoms is a symmetry of this one-electron model, two matrix elements fix both energies, and the levels belong to the uniform and the zero-sum combinations. A computed block with that full symmetry can be checked against the form $a\,1+b\,J$.

### How the proofs follow the derivation

`coupling_apply` records the entries of $a\,1+b\,J$. `commutes_iff_entries` turns commutation into $M_{\sigma i,\sigma j}=M_{ij}$. Its local facts `hl` and `hr` are the two product formulas from the start of the derivation. In the converse direction, surjectivity of `σ` lets an arbitrary row be written as row $\sigma k$.

In `commutes_all_iff`, `exists_pair_ne` supplies the distinct atoms $p$ and $q$, and the proof proposes the pair $(M_{pp}-M_{pq},\,M_{pq})$. A case split on $i=j$ then separates the two kinds of entry. The diagonal case uses `Equiv.swap p i`. The off-diagonal case uses the product `Equiv.swap (Equiv.swap p i q) j * Equiv.swap p i`, in which the right-hand factor acts first and `Equiv.swap p i q` is the atom called $x$ above. The fact `hx` is $i\neq x$, proved from the injectivity of the first swap. Uniqueness comes from reading the entries $(p,q)$ and $(p,p)$ of any other candidate and solving with `linarith`.

`coupling_mulVec` is the formula $a v_i+bS$, and `symmetric_levels` substitutes $S=n$ and $S=0$ into it. `eigenvalue_cases` splits on whether $S$ vanishes. In the first case `Function.ne_iff` finds an atom with nonzero amplitude, and $v_i$ is cancelled. In the second the equation is summed over the atoms, and $S$ is cancelled. `zero_sum_iff` compares one component of $Mv=av$ to get $bS=0$, then uses $b\neq0$.

For ammonia, `r1` to `r6` are the equalities imposed by the rotation and `s1` is the one from the mirror. `fin_cases` runs through the nine entries, and the equalities settle each of them. The counterexample assumes that the rotation matrix equals some `coupling a b` and compares entries $(1,0)$ and $(0,1)$. Both would have to equal $b$, but they are 1 and 0.
